# The overlap of two k-electron Slater states is the determinant of their orbital overlaps

In second quantisation, the overlap of two Slater determinants follows from the algebra of the annihilators a_j and their action on the vacuum. Here the annihilators are finite complex matrices, one for each spin orbital j of a basis, and only one half of the canonical anticommutation relations is assumed of them:

a_i a_j† + a_j† a_i = δ_ij.

The other half, a_i a_j + a_j a_i = 0, is not needed. The δ_ij says that the basis is orthonormal. The vacuum, usually written |0⟩, is a unit vector w with a_j w = 0 for all j.

The resulting formula supplies the overlap matrix elements of non-orthogonal configuration interaction, for determinants with equal electron number in a finite basis.

In Lean, the type `ι` labels the spin orbitals and `m` labels the basis states of the many-electron space.

```lean
import Mathlib

open Matrix
open scoped ComplexOrder

namespace SlaterOverlap

noncomputable section

variable {ι m : Type*} [Fintype ι] [Fintype m]
```

## Orbitals and Slater states

An orbital is its vector of coefficients u. An electron is created in it by

c(u) = Σ_j u_j a_j†.

Lean writes the adjoint † as `ᴴ`.

```lean
/-- The creator `c(u) = ∑ u_j a_j†` of an electron in the orbital with coefficients `u`. -/
def creator (a : ι → Matrix m m ℂ) (u : ι → ℂ) : Matrix m m ℂ :=
  ∑ j, u j • (a j)ᴴ
```

The inner product is ⟨u,v⟩ = Σ_j u_j* v_j, written `star u ⬝ᵥ v`. Reading it as the overlap integral of two orbitals in space and spin relies on the orthonormal basis functions, which the matrices don't contain. For coefficients over non-orthogonal atomic orbitals χ_p, the overlap integral is instead Σ_p Σ_q u_p* ⟨χ_p,χ_q⟩ v_q, and these numbers then enter the determinant. In a list of orbitals, u_i denotes a whole orbital, not a coefficient. The overlaps ⟨u_i,v_j⟩ of two lists of k orbitals form a k × k matrix.

```lean
/-- The matrix of orbital overlaps `⟨u_i, v_j⟩`. -/
def orbitalOverlap {k : ℕ} (u v : Fin k → ι → ℂ) : Matrix (Fin k) (Fin k) ℂ :=
  Matrix.of fun i j => star (u i) ⬝ᵥ v j
```

Numbering orbitals from 0, as Lean does (the comments in the code count from 1), the Slater state is

S(u_0,…,u_{k−1}) = c(u_0) ⋯ c(u_{k−1}) w.

The orbitals may be any vectors, so this state is in general not normalised.

```lean
variable [DecidableEq m]

/-- The state `c(u_1) ⋯ c(u_k) w`, built by creating `k` electrons on the vector `w`. -/
def slater (a : ι → Matrix m m ℂ) (w : m → ℂ) {k : ℕ} (u : Fin k → ι → ℂ) : m → ℂ :=
  (List.ofFn fun i => creator a (u i)).prod *ᵥ w
```

The assumed relation is given a name. It is a hypothesis on the matrices. Together with the vacuum condition, it gives the Slater states their fermionic character.

```lean
variable [DecidableEq ι]

/-- The anticommutation relation between annihilators and creators,
`a_i a_j† + a_j† a_i = δ_ij`. -/
def MixedCAR (a : ι → Matrix m m ℂ) : Prop :=
  ∀ i j, a i * (a j)ᴴ + (a j)ᴴ * a i = if i = j then 1 else 0
```

## The anticommutator for arbitrary orbitals

Taking the adjoint conjugates the coefficients:

c(u)† = Σ_j u_j* a_j.

```lean
variable {a : ι → Matrix m m ℂ} {w : m → ℂ}

omit [DecidableEq m] [DecidableEq ι] [Fintype m] in
/-- The adjoint of `c(u)` is the annihilator `∑ conj(u_j) a_j`. -/
theorem creator_conjTranspose (a : ι → Matrix m m ℂ) (u : ι → ℂ) :
    (creator a u)ᴴ = ∑ j, star (u j) • a j := by
  simp [creator, Matrix.conjTranspose_sum, Matrix.conjTranspose_smul]
```

Expanding both products and collecting the coefficients gives

c(u)† c(v) + c(v) c(u)† = Σ_i Σ_j u_i* v_j (a_i a_j† + a_j† a_i) = Σ_i u_i* v_i = ⟨u,v⟩,

where the last number multiplies the identity. In the proof, `h2` puts the second double sum in the same order as the first, and `ha'` then leaves only the diagonal terms.

```lean
/-- If `a_i a_j† + a_j† a_i = δ_ij`, then for arbitrary orbitals
`c(u)† c(v) + c(v) c(u)† = ⟨u, v⟩`. -/
theorem creator_anticomm (ha : MixedCAR a) (u v : ι → ℂ) :
    (creator a u)ᴴ * creator a v + creator a v * (creator a u)ᴴ
      = (star u ⬝ᵥ v) • (1 : Matrix m m ℂ) := by
  have ha' : ∀ i j, a i * (a j)ᴴ + (a j)ᴴ * a i = if i = j then 1 else 0 := ha
  have h2 : (∑ j, v j • (a j)ᴴ) * (∑ i, star (u i) • a i)
      = ∑ i, ∑ j, (v j • (a j)ᴴ) * (star (u i) • a i) := by
    rw [Finset.sum_mul_sum, Finset.sum_comm]
  rw [creator_conjTranspose]
  unfold creator
  calc _ = ∑ i, ∑ j, (star (u i) * v j) • (a i * (a j)ᴴ + (a j)ᴴ * a i) := by
        rw [h2, Finset.sum_mul_sum, ← Finset.sum_add_distrib]
        refine Finset.sum_congr rfl fun i _ => ?_
        rw [← Finset.sum_add_distrib]
        refine Finset.sum_congr rfl fun j _ => ?_
        rw [smul_mul_smul_comm, smul_mul_smul_comm, smul_add, mul_comm (v j)]
    _ = _ := by
        simp only [ha', smul_ite, smul_zero, Finset.sum_ite_eq, Finset.mem_univ, if_true,
          dotProduct, Finset.sum_smul, Pi.star_apply]
```

## Removing one electron

The leftmost creator can be split off:

S(v_0,…,v_k) = c(v_0) S(v_1,…,v_k).

```lean
omit [DecidableEq ι] in
/-- The first orbital of a Slater state is created last. -/
theorem slater_succ (a : ι → Matrix m m ℂ) (w : m → ℂ) {k : ℕ} (v : Fin (k + 1) → ι → ℂ) :
    slater a w v = creator a (v 0) *ᵥ slater a w (fun i => v i.succ) := by
  simp only [slater, List.ofFn_succ, List.prod_cons, Matrix.mulVec_mulVec]
```

Now let c(u)† act on a Slater state. On the vacuum it gives c(u)† w = Σ_j u_j* a_j w = 0, which is `hvac`. For any orbital x and any state φ, the anticommutator gives `hstep`:

c(u)† c(x) φ = ⟨u,x⟩ φ − c(x) c(u)† φ.

With one electron, this reads c(u)† c(v_0) w = ⟨u,v_0⟩ w. Suppose the rule

c(u)† S(v_0,…,v_k) = Σ_{j=0}^{k} (−1)^j ⟨u,v_j⟩ S(v without v_j)

holds for k+1 electrons. For k+2 electrons, `hstep` and the rule applied to v_1,…,v_{k+1} give

c(u)† S(v) = ⟨u,v_0⟩ S(v_1,…,v_{k+1}) − Σ_{j=0}^{k} (−1)^j ⟨u,v_{j+1}⟩ c(v_0) S(v_1,…,v_{k+1} without v_{j+1}).

Since c(v_0) restores the first orbital, the last state is S(v without v_{j+1}), and its sign is (−1)^{j+1}. This is the rule again. Lean's `j.succAbove` lists the indices with j skipped, and `hs` is the restoring step.

```lean
/-- Let `a_i a_j† + a_j† a_i = δ_ij` and `a_j w = 0` for all `j`. Then `c(u)†` acts on a Slater
state by removing each orbital `v_j` in turn, with weight `⟨u, v_j⟩` and alternating sign. -/
theorem annihilate_slater (ha : MixedCAR a) (hw : ∀ j, a j *ᵥ w = 0) (u : ι → ℂ)
    {k : ℕ} (v : Fin (k + 1) → ι → ℂ) :
    (creator a u)ᴴ *ᵥ slater a w v
      = ∑ j : Fin (k + 1), ((-1) ^ (j : ℕ) * (star u ⬝ᵥ v j)) •
          slater a w (fun i => v (j.succAbove i)) := by
  have hvac : (creator a u)ᴴ *ᵥ w = 0 := by
    rw [creator_conjTranspose]
    refine Finset.sum_induction _ (fun M : Matrix m m ℂ => M *ᵥ w = 0) ?_ ?_ ?_
    · intro M N (hM : M *ᵥ w = 0) (hN : N *ᵥ w = 0)
      show (M + N) *ᵥ w = 0
      rw [Matrix.add_mulVec, hM, hN, add_zero]
    · exact Matrix.zero_mulVec w
    · intro i _
      show (star (u i) • a i) *ᵥ w = 0
      rw [Matrix.smul_mulVec, hw, smul_zero]
  -- move the annihilator past one creator
  have hstep : ∀ (x : ι → ℂ) (φ : m → ℂ), (creator a u)ᴴ *ᵥ (creator a x *ᵥ φ)
      = (star u ⬝ᵥ x) • φ - creator a x *ᵥ ((creator a u)ᴴ *ᵥ φ) := by
    intro x φ
    rw [Matrix.mulVec_mulVec, Matrix.mulVec_mulVec, eq_sub_iff_add_eq, ← Matrix.add_mulVec,
      creator_anticomm ha, Matrix.smul_mulVec, Matrix.one_mulVec]
  revert v
  induction k with
  | zero =>
    intro v
    have h0 : ∀ x : Fin 0 → ι → ℂ, slater a w x = w := by
      intro x
      simp [slater]
    rw [slater_succ, hstep, h0, hvac, Matrix.mulVec_zero, sub_zero, Fin.sum_univ_succ]
    simp [h0]
  | succ k ih =>
    intro v
    have hs : ∀ j : Fin (k + 1), slater a w (fun i => v (j.succ.succAbove i))
        = creator a (v 0) *ᵥ slater a w (fun i => v (j.succAbove i).succ) := by
      intro j
      rw [slater_succ]
      simp only [Fin.succ_succAbove_zero, Fin.succ_succAbove_succ]
    have hsum : ∀ (M : Matrix m m ℂ) (f : Fin (k + 1) → m → ℂ),
        M *ᵥ ∑ j, f j = ∑ j, M *ᵥ f j := fun M f => map_sum M.mulVecLin f Finset.univ
    rw [slater_succ, hstep, ih, hsum, sub_eq_add_neg, ← Finset.sum_neg_distrib]
    conv_rhs => rw [Fin.sum_univ_succ]
    congr 1
    · simp
    · refine Finset.sum_congr rfl fun j _ => ?_
      rw [hs, Matrix.mulVec_smul, ← neg_smul, Fin.val_succ, pow_succ]
      congr 1
      ring
```

## The determinant

For k = 0 the overlap is ⟨w,w⟩ = 1, the determinant of the empty matrix. For k+1 electrons, move the first creator of the bra to the ket and use the removal rule:

⟨S(u_0,…,u_k), S(v)⟩ = ⟨S(u_1,…,u_k), c(u_0)† S(v)⟩
= Σ_j (−1)^j ⟨u_0,v_j⟩ ⟨S(u_1,…,u_k), S(v without v_j)⟩.

By induction, the last factor is the determinant of the overlap matrix with row 0 and column j deleted. The sum is then the Laplace expansion along row 0, which Mathlib provides as `Matrix.det_succ_row_zero`.

```lean
/-- Let `a_i a_j† + a_j† a_i = δ_ij`, and let the unit vector `w` satisfy `a_j w = 0` for all `j`.
Then the overlap of two `k`-electron Slater states is the determinant of their orbital overlaps. -/
theorem slater_overlap (ha : MixedCAR a) (hw : ∀ j, a j *ᵥ w = 0) (hn : star w ⬝ᵥ w = 1)
    {k : ℕ} (u v : Fin k → ι → ℂ) :
    star (slater a w u) ⬝ᵥ slater a w v = (orbitalOverlap u v).det := by
  revert u v
  induction k with
  | zero =>
    intro u v
    simp [slater, hn]
  | succ k ih =>
    intro u v
    have hsum : ∀ (x : m → ℂ) (f : Fin (k + 1) → m → ℂ),
        x ⬝ᵥ ∑ j, f j = ∑ j, x ⬝ᵥ f j := by
      intro x f
      simp only [dotProduct, Finset.sum_apply, Finset.mul_sum]
      exact Finset.sum_comm
    -- the first creator of the bra acts on the ket as an annihilator
    rw [slater_succ a w u, Matrix.star_mulVec, ← Matrix.dotProduct_mulVec,
      annihilate_slater ha hw, hsum, Matrix.det_succ_row_zero]
    -- what remains is the Laplace expansion along the first row
    refine Finset.sum_congr rfl fun j _ => ?_
    rw [dotProduct_smul, ih, smul_eq_mul]
    rfl
```

For one electron the result is ⟨u_0,v_0⟩. For two it is

⟨u_0,v_0⟩⟨u_1,v_1⟩ − ⟨u_0,v_1⟩⟨u_1,v_0⟩,

a direct term minus an exchange term. When both states are nonzero, the overlap of the normalised states is

det⟨u_i,v_j⟩ / √(det⟨u_i,u_j⟩ · det⟨v_i,v_j⟩).

For bosons, a commutator replaces the anticommutator, every sign in the removal rule becomes plus, and the same induction leads to the permanent of ⟨u_i,v_j⟩. With at least one mode, that version requires an infinite-dimensional space: a_j a_j† − a_j† a_j would have to be the identity, but a commutator of finite matrices has trace zero and the identity on a nonzero space does not.

## Normalisation and linear dependence

If ⟨u_i,u_j⟩ = δ_ij, the overlap matrix is the identity, so the squared norm of the state is 1.

```lean
/-- Let `a_i a_j† + a_j† a_i = δ_ij`, and let the unit vector `w` satisfy `a_j w = 0` for all `j`.
Then a Slater state of orthonormal orbitals is normalised. -/
theorem slater_normalised (ha : MixedCAR a) (hw : ∀ j, a j *ᵥ w = 0) (hn : star w ⬝ᵥ w = 1)
    {k : ℕ} (u : Fin k → ι → ℂ)
    (hu : ∀ i j, star (u i) ⬝ᵥ u j = if i = j then 1 else 0) :
    star (slater a w u) ⬝ᵥ slater a w u = 1 := by
  have h1 : orbitalOverlap u u = 1 := by
    ext i j
    simp only [orbitalOverlap, Matrix.of_apply, hu, Matrix.one_apply]
  rw [slater_overlap ha hw hn, h1, Matrix.det_one]
```

For general orbitals, let A be the matrix with columns u_i. Then

⟨S(u),S(u)⟩ = det(A†A).

This is zero exactly when A†A x = 0 for some x ≠ 0. Since x†A†A x = ‖Ax‖², that means Ax = Σ_i x_i u_i = 0, so the orbitals are linearly dependent. In particular, a repeated orbital gives the zero state. The Pauli principle thus holds for these states although a_i a_j + a_j a_i = 0 was not assumed.

```lean
/-- Let `a_i a_j† + a_j† a_i = δ_ij`, and let the unit vector `w` satisfy `a_j w = 0` for all `j`.
Then a Slater state vanishes exactly when its orbitals are linearly dependent. -/
theorem slater_eq_zero_iff (ha : MixedCAR a) (hw : ∀ j, a j *ᵥ w = 0)
    (hn : star w ⬝ᵥ w = 1) {k : ℕ} (u : Fin k → ι → ℂ) :
    slater a w u = 0 ↔ ¬ LinearIndependent ℂ u := by
  -- the overlap matrix is a Gram matrix
  have hG : orbitalOverlap u u = ((Matrix.of u)ᵀ)ᴴ * (Matrix.of u)ᵀ := by
    ext i j
    rfl
  have hA : ∀ x : Fin k → ℂ, (Matrix.of u)ᵀ *ᵥ x = ∑ i, x i • u i := by
    intro x
    ext p
    simp [Matrix.mulVec, dotProduct, Finset.sum_apply, mul_comm]
  rw [← dotProduct_star_self_eq_zero, slater_overlap ha hw hn,
    ← Matrix.exists_mulVec_eq_zero_iff, hG, Fintype.linearIndependent_iff]
  simp only [Matrix.conjTranspose_mul_self_mulVec_eq_zero, hA]
  constructor
  · rintro ⟨x, hx, h0⟩ h
    exact hx (funext (h x h0))
  · intro h
    by_contra hne
    exact h fun g hg i => by_contra fun hi => hne ⟨g, fun e => hi (congrFun e i), hg⟩
```

## Two modes as explicit matrices

In the occupation basis |00⟩, |01⟩, |10⟩, |11⟩, with mode 0 written first, the annihilators act as

a_0|10⟩ = |00⟩, a_0|11⟩ = |01⟩, a_1|01⟩ = |00⟩, a_1|11⟩ = −|10⟩,

and give zero on the other basis states.

```lean
/-- The annihilators of two fermionic modes, as explicit `4 × 4` matrices. -/
def twoModes : Fin 2 → Matrix (Fin 4) (Fin 4) ℂ :=
  ![!![0, 0, 1, 0; 0, 0, 0, 1; 0, 0, 0, 0; 0, 0, 0, 0],
    !![0, 1, 0, 0; 0, 0, 0, 0; 0, 0, 0, -1; 0, 0, 0, 0]]
```

Computing the matrix products and comparing all entries confirms both halves of the canonical relations, and |00⟩ is the required vacuum. The hypotheses of the overlap theorem are therefore met by an ordinary fermionic system.

```lean
/-- The two-mode matrices obey all canonical anticommutation relations, and the first basis
vector is a unit vector that both of them annihilate. -/
theorem twoModes_witness :
    MixedCAR twoModes ∧
    (∀ i j, twoModes i * twoModes j + twoModes j * twoModes i = 0) ∧
    (∀ j, twoModes j *ᵥ ![1, 0, 0, 0] = 0) ∧
    star (![1, 0, 0, 0] : Fin 4 → ℂ) ⬝ᵥ ![1, 0, 0, 0] = 1 := by
  refine ⟨?_, ?_, ?_, ?_⟩
  · intro i j
    fin_cases i <;> fin_cases j <;> ext p q <;> fin_cases p <;> fin_cases q <;>
      simp [twoModes, Matrix.mul_apply, Matrix.vecMul, dotProduct, Fin.sum_univ_four]
  · intro i j
    fin_cases i <;> fin_cases j <;> ext p q <;> fin_cases p <;> fin_cases q <;>
      simp [twoModes]
  · intro j
    fin_cases j <;> ext p <;> fin_cases p <;>
      simp [twoModes, Matrix.mulVec, dotProduct, Fin.sum_univ_four]
  · simp [dotProduct, Fin.sum_univ_four]

end

end SlaterOverlap
```

```lean
#print axioms SlaterOverlap.slater_overlap
#print axioms SlaterOverlap.slater_normalised
#print axioms SlaterOverlap.slater_eq_zero_iff
```

```
'SlaterOverlap.slater_overlap' depends on axioms: [propext, Classical.choice, Quot.sound]
'SlaterOverlap.slater_normalised' depends on axioms: [propext, Classical.choice, Quot.sound]
'SlaterOverlap.slater_eq_zero_iff' depends on axioms: [propext, Classical.choice, Quot.sound]
```
